# The effective coupling of a symmetric, nonnegative patch interaction is at least its isotropic average

Divide a Fermi surface into finitely many patches. Patch $i$ has density of states $N_i>0$, and patches $i$ and $j$ are coupled by a pairing interaction $V_{ij}=V_{ji}\ge 0$. The effective coupling is the largest eigenvalue $\lambda_{\max}$ of the matrix $\sqrt{N_i}\,V_{ij}\sqrt{N_j}$. It satisfies

$$\lambda_{\max}\;\ge\;\lambda_{\rm iso}=\frac{\sum_{ij}N_iV_{ij}N_j}{\sum_i N_i},$$

with equality exactly when $\sum_j V_{ij}N_j$ is the same for every patch $i$.

## Gaps that vary over the Fermi surface

In a phonon-mediated superconductor the electrons on some parts of the Fermi surface may couple more strongly than those on others, and the gap $\Delta_i$ then differs from patch to patch. In weak coupling, with one cutoff for all patches, the gap equation near the transition is linear:

$$\Delta_i = L(T)\sum_j V_{ij}N_j\Delta_j ,$$

where $L(T)$ grows logarithmically as the temperature $T$ falls. A nonzero solution first appears when $1/L(T)$ equals the largest eigenvalue of $V_{ij}N_j$, if that eigenvalue is positive. A larger eigenvalue thus means a higher transition temperature.

Averaging the interaction over the Fermi surface and multiplying by the total density of states $\sum_iN_i$ gives $\lambda_{\rm iso}$ instead. In this finite, frequency-independent model, a calculation that keeps only the averaged coupling never overestimates the effective coupling, and it underestimates it whenever the total coupling $\sum_jV_{ij}N_j$ differs between patches.

Positive $V_{ij}$ means attraction here, opposite to the common convention in which an attractive potential is negative. The condition $V_{ij}\ge0$ stands for phonon exchange, whose static strength is proportional to a squared matrix element divided by a phonon energy. Coulomb repulsion can make entries negative. The condition $N_i>0$ says that every patch has states at the Fermi level.

## The statement in Lean's terms

The patches are the elements of a finite, nonempty type `n`. The interaction is a real matrix `V`, and the densities are a function `N : n → ℝ`. The theorem `isoCoupling_le_maxCoupling` assumes symmetry (`hV`), nonnegative entries (`hpos`) and positive densities (`hN`). Its objects are:

- `couplingMatrix V N`, the matrix $A_{ij}=\sqrt{N_i}\,V_{ij}\sqrt{N_j}$;
- `patchCoupling V N i`, the total coupling $g_i=\sum_jV_{ij}N_j$ of patch $i$;
- `isoCoupling V N`, the density-weighted average $\lambda_{\rm iso}=\sum_iN_ig_i/\sum_iN_i$;
- `maxCoupling V N`, the supremum of the real eigenvalues of $A$, each required to have a nonzero eigenvector. The theorem `maxCoupling_isGreatest` shows that this supremum is itself an eigenvalue, so it is $\lambda_{\max}$.

The conclusion is the inequality together with an equivalence: `maxCoupling V N = isoCoupling V N` holds if and only if $g_i=g_k$ for all patches $i$ and $k$.

The step from this model to a material is the reduction of the gap equation, which depends on continuous momentum and on frequency, to a finite matrix. No hypothesis addresses that reduction.

## The gap equation as a symmetric eigenvalue problem

Put $v_i=\sqrt{N_i}\,\Delta_i$. Then

$$(Av)_i=\sqrt{N_i}\sum_jV_{ij}N_j\Delta_j .$$

Since $\sqrt{N_i}\neq0$, the equation $Av=\mu v$ is equivalent to $\sum_jV_{ij}N_j\Delta_j=\mu\Delta_i$ for all $i$, and $v$ is nonzero exactly when $\Delta$ is. The symmetric matrix $A$ therefore has the same eigenvalues as the gap equation.

## A constant gap as trial vector

Let $u_k$ be an orthonormal eigenbasis of $A$ with eigenvalues $\mu_k$. For every vector $x$,

$$x^{T}(\lambda_{\max}-A)x=\sum_k(\lambda_{\max}-\mu_k)(u_k\cdot x)^2\ge0 .$$

Take the constant gap $\Delta_i=1$, that is, $x_i=\sqrt{N_i}$. By the formula for $Av$,

$$\big((\lambda_{\max}-A)x\big)_i=\sqrt{N_i}\,(\lambda_{\max}-g_i).$$

Multiplying by $x_i$ and summing gives

$$x^{T}(\lambda_{\max}-A)x=\sum_iN_i(\lambda_{\max}-g_i)=(\lambda_{\max}-\lambda_{\rm iso})\sum_iN_i .$$

The left side is nonnegative and $\sum_iN_i>0$, so $\lambda_{\max}\ge\lambda_{\rm iso}$. The vector $x$ has squared norm $\sum_iN_i$; for the normalised vector $x/|x|$ the expectation value of $A$ is exactly $\lambda_{\rm iso}$. This half of the argument does not use the sign of $V_{ij}$, although the Lean theorem assumes it throughout.

## When the two couplings coincide

Suppose $\lambda_{\max}=\lambda_{\rm iso}$. Then every term of the sum over $k$ vanishes, so $x$ overlaps only with eigenvectors of eigenvalue $\lambda_{\max}$, and $(\lambda_{\max}-A)x=0$. Hence $\sqrt{N_i}(\lambda_{\max}-g_i)=0$, and every $g_i$ equals $\lambda_{\max}$.

Conversely, suppose $g_i=g$ for all $i$. Then $\lambda_{\rm iso}=g$. Let $\Delta\neq0$ solve the gap equation with eigenvalue $\lambda_{\max}$, and choose the patch $i$ where $|\Delta_i|$ is largest, so that $|\Delta_i|>0$. Because $V_{ij}N_j\ge0$,

$$\lambda_{\max}|\Delta_i|\le\Big|\sum_jV_{ij}N_j\Delta_j\Big|\le\sum_jV_{ij}N_j|\Delta_j|\le g_i|\Delta_i|=g|\Delta_i| .$$

Dividing by $|\Delta_i|$ gives $\lambda_{\max}\le g=\lambda_{\rm iso}$, and the inequality already shown makes them equal.

## Two patches that repel each other

The converse needs some condition on the interpatch entries. Take two patches with $N_1=N_2=1$, $V_{11}=V_{22}=0$ and $V_{12}=V_{21}=-1$. Both patch couplings are $-1$, so $\lambda_{\rm iso}=-1$. The sign-changing gap $\Delta=(1,-1)$, or $(1,-1)/\sqrt2$ when normalised, solves the gap equation with eigenvalue $1$. Equal patch couplings thus coexist with $\lambda_{\max}\ge1$.

## The complete Lean source

```lean
import Mathlib

open Matrix

namespace AnisotropicCoupling

noncomputable section

variable {n : Type*}

/-- The symmetrised coupling matrix `√N_i V_ij √N_j` between Fermi-surface patches. -/
def couplingMatrix (V : Matrix n n ℝ) (N : n → ℝ) : Matrix n n ℝ :=
  Matrix.of fun i j => Real.sqrt (N i) * V i j * Real.sqrt (N j)

/-- For a symmetric interaction the coupling matrix is Hermitian. -/
theorem couplingMatrix_isHermitian {V : Matrix n n ℝ} (hV : V.IsSymm) (N : n → ℝ) :
    (couplingMatrix V N).IsHermitian := by
  refine Matrix.IsHermitian.ext fun i j => ?_
  simp only [couplingMatrix, Matrix.of_apply, star_trivial]
  rw [hV.apply i j]
  ring

variable [Fintype n]

/-- The real eigenvalues of a matrix, each belonging to some nonzero eigenvector. -/
def eigenvalueSet (A : Matrix n n ℝ) : Set ℝ :=
  {μ | ∃ v : n → ℝ, v ≠ 0 ∧ A *ᵥ v = μ • v}

/-- The effective coupling: the supremum of the eigenvalues of the coupling matrix. -/
def maxCoupling (V : Matrix n n ℝ) (N : n → ℝ) : ℝ :=
  sSup (eigenvalueSet (couplingMatrix V N))

/-- The total coupling `∑_j V_ij N_j` of patch `i` to all patches. -/
def patchCoupling (V : Matrix n n ℝ) (N : n → ℝ) (i : n) : ℝ :=
  ∑ j, V i j * N j

/-- The isotropic average `∑ N_i V_ij N_j / ∑ N_i`, for a nonzero total density. -/
def isoCoupling (V : Matrix n n ℝ) (N : n → ℝ) : ℝ :=
  (∑ i, N i * patchCoupling V N i) / ∑ i, N i

/-- For positive densities, the coupling matrix sends `√N_j Δ_j` to
`√N_i ∑_j V_ij N_j Δ_j`. -/
theorem couplingMatrix_mulVec (V : Matrix n n ℝ) {N : n → ℝ} (hN : ∀ i, 0 < N i)
    (Δ : n → ℝ) (i : n) :
    (couplingMatrix V N *ᵥ fun j => Real.sqrt (N j) * Δ j) i =
      Real.sqrt (N i) * ∑ j, V i j * N j * Δ j := by
  simp only [Matrix.mulVec, dotProduct, couplingMatrix, Matrix.of_apply, Finset.mul_sum]
  refine Finset.sum_congr rfl fun j _ => ?_
  linear_combination (Real.sqrt (N i) * V i j * Δ j) * Real.mul_self_sqrt (hN j).le

/-- For positive densities, `μ` is an eigenvalue of the coupling matrix exactly when the
linearised gap equation `∑_j V_ij N_j Δ_j = μ Δ_i` has a nonzero solution. -/
theorem mem_eigenvalueSet_iff_gap (V : Matrix n n ℝ) {N : n → ℝ} (hN : ∀ i, 0 < N i)
    (μ : ℝ) : μ ∈ eigenvalueSet (couplingMatrix V N) ↔
      ∃ Δ : n → ℝ, Δ ≠ 0 ∧ ∀ i, ∑ j, V i j * N j * Δ j = μ * Δ i := by
  have hs : ∀ i, Real.sqrt (N i) ≠ 0 := fun i => (Real.sqrt_pos.mpr (hN i)).ne'
  constructor
  · rintro ⟨v, hv, h⟩
    have hvΔ : (fun j => Real.sqrt (N j) * (v j / Real.sqrt (N j))) = v := by
      funext j
      have := hs j
      field_simp
    refine ⟨fun j => v j / Real.sqrt (N j), fun h0 => hv ?_, fun i => ?_⟩
    · funext j
      have hj : v j / Real.sqrt (N j) = 0 := congrFun h0 j
      exact (div_eq_zero_iff.mp hj).resolve_right (hs j)
    · have h1 := couplingMatrix_mulVec V hN (fun j => v j / Real.sqrt (N j)) i
      rw [hvΔ, h, Pi.smul_apply, smul_eq_mul] at h1
      apply mul_left_cancel₀ (hs i)
      refine h1.symm.trans ?_
      have := hs i
      field_simp
  · rintro ⟨Δ, hΔ, h⟩
    refine ⟨fun j => Real.sqrt (N j) * Δ j, fun h0 => hΔ ?_, ?_⟩
    · funext j
      have hj : Real.sqrt (N j) * Δ j = 0 := congrFun h0 j
      exact (mul_eq_zero.mp hj).resolve_left (hs j)
    · funext i
      rw [couplingMatrix_mulVec V hN, h i, Pi.smul_apply, smul_eq_mul]
      ring

variable [DecidableEq n]

/-- The eigenvalues supplied by the spectral theorem have nonzero eigenvectors. -/
theorem eigenvalues_mem {A : Matrix n n ℝ} (hA : A.IsHermitian) (i : n) :
    hA.eigenvalues i ∈ eigenvalueSet A := by
  refine ⟨(hA.eigenvectorBasis i).ofLp, fun h => ?_, hA.mulVec_eigenvectorBasis i⟩
  apply hA.eigenvectorBasis.orthonormal.ne_zero i
  ext k
  exact congrFun h k

/-- For a symmetric interaction on at least one patch, the effective coupling is the
largest eigenvalue of the coupling matrix. -/
theorem maxCoupling_isGreatest [Nonempty n] {V : Matrix n n ℝ} (hV : V.IsSymm)
    (N : n → ℝ) :
    IsGreatest (eigenvalueSet (couplingMatrix V N)) (maxCoupling V N) := by
  -- eigenvalues are roots of the characteristic polynomial
  have hfin : (eigenvalueSet (couplingMatrix V N)).Finite := by
    refine (Polynomial.finite_setOfPred_isRoot
      (couplingMatrix V N).charpoly_monic.ne_zero).subset ?_
    rintro μ ⟨v, hv, h⟩
    change Polynomial.eval μ (couplingMatrix V N).charpoly = 0
    rw [Matrix.eval_charpoly]
    refine Matrix.exists_mulVec_eq_zero_iff.mp ⟨v, hv, ?_⟩
    rw [Matrix.sub_mulVec, h]
    ext i
    simp [Matrix.scalar_apply]
  have hne : (eigenvalueSet (couplingMatrix V N)).Nonempty :=
    ⟨_, eigenvalues_mem (couplingMatrix_isHermitian hV N) (Classical.arbitrary n)⟩
  exact ⟨hne.csSup_mem hfin, fun _ h => le_csSup hfin.bddAbove h⟩

/-- If `c` bounds every eigenvalue of a Hermitian matrix `A` from above, then `c - A` is
positive semidefinite. -/
theorem posSemidef_sub {A : Matrix n n ℝ} (hA : A.IsHermitian) {c : ℝ}
    (hc : c ∈ upperBounds (eigenvalueSet A)) :
    (c • (1 : Matrix n n ℝ) - A).PosSemidef := by
  have hB : (c • (1 : Matrix n n ℝ) - A).IsHermitian := by
    unfold Matrix.IsHermitian
    rw [conjTranspose_sub, conjTranspose_smul, conjTranspose_one, hA.eq, star_trivial]
  rw [hB.posSemidef_iff_eigenvalues_nonneg]
  intro i
  obtain ⟨v, hv, h⟩ := eigenvalues_mem hB i
  rw [Matrix.sub_mulVec, Matrix.smul_mulVec, Matrix.one_mulVec] at h
  have hm := hc (show c - hB.eigenvalues i ∈ eigenvalueSet A from
    ⟨v, hv, by rw [sub_smul, ← h, sub_sub_cancel]⟩)
  change (0 : ℝ) ≤ hB.eigenvalues i
  linarith

/-- For a symmetric interaction with nonnegative entries and positive densities on at least one
patch, a common upper bound on the patch couplings also bounds the effective coupling. -/
theorem maxCoupling_le [Nonempty n] {V : Matrix n n ℝ} {N : n → ℝ} (hV : V.IsSymm)
    (hpos : ∀ i j, 0 ≤ V i j) (hN : ∀ i, 0 < N i) {c : ℝ}
    (hc : ∀ i, patchCoupling V N i ≤ c) : maxCoupling V N ≤ c := by
  obtain ⟨Δ, hΔ, h⟩ :=
    (mem_eigenvalueSet_iff_gap V hN _).mp (maxCoupling_isGreatest hV N).1
  -- look at the patch with the largest gap
  obtain ⟨i, hi⟩ := Finite.exists_max fun i => |Δ i|
  have hp : 0 < |Δ i| := by
    by_contra h0
    apply hΔ
    funext j
    exact abs_nonpos_iff.mp ((hi j).trans (not_lt.mp h0))
  refine le_of_mul_le_mul_right ?_ hp
  calc maxCoupling V N * |Δ i| ≤ |maxCoupling V N * Δ i| := by
        rw [abs_mul]
        exact mul_le_mul_of_nonneg_right (le_abs_self _) hp.le
    _ = |∑ j, V i j * N j * Δ j| := by rw [h i]
    _ ≤ ∑ j, |V i j * N j * Δ j| := Finset.abs_sum_le_sum_abs _ _
    _ ≤ ∑ j, V i j * N j * |Δ i| := Finset.sum_le_sum fun j _ => by
        have hw := mul_nonneg (hpos i j) (hN j).le
        rw [abs_mul, abs_of_nonneg hw]
        exact mul_le_mul_of_nonneg_left (hi j) hw
    _ = patchCoupling V N i * |Δ i| := by rw [patchCoupling, Finset.sum_mul]
    _ ≤ c * |Δ i| := mul_le_mul_of_nonneg_right (hc i) hp.le

/-- For a symmetric interaction with nonnegative entries and positive densities on at least one
patch, the effective coupling is at least the isotropic average, with equality exactly when all
patch couplings are equal. -/
theorem isoCoupling_le_maxCoupling [Nonempty n] {V : Matrix n n ℝ} {N : n → ℝ}
    (hV : V.IsSymm) (hpos : ∀ i j, 0 ≤ V i j) (hN : ∀ i, 0 < N i) :
    isoCoupling V N ≤ maxCoupling V N ∧
      (maxCoupling V N = isoCoupling V N ↔
        ∀ i k, patchCoupling V N i = patchCoupling V N k) := by
  have hS : 0 < ∑ i, N i := Finset.sum_pos (fun i _ => hN i) Finset.univ_nonempty
  have hiso : isoCoupling V N * ∑ i, N i = ∑ i, N i * patchCoupling V N i :=
    div_mul_cancel₀ _ hS.ne'
  have hB := posSemidef_sub (couplingMatrix_isHermitian hV N)
    (maxCoupling_isGreatest hV N).2
  -- the isotropic trial vector
  let x : n → ℝ := fun i => Real.sqrt (N i)
  have hx : (maxCoupling V N • (1 : Matrix n n ℝ) - couplingMatrix V N) *ᵥ x =
      fun i => Real.sqrt (N i) * (maxCoupling V N - patchCoupling V N i) := by
    funext i
    have h1 := couplingMatrix_mulVec V hN (fun _ => 1) i
    simp only [mul_one] at h1
    rw [Matrix.sub_mulVec, Matrix.smul_mulVec, Matrix.one_mulVec, Pi.sub_apply, h1,
      Pi.smul_apply, smul_eq_mul, patchCoupling]
    ring
  have hq : star x ⬝ᵥ ((maxCoupling V N • (1 : Matrix n n ℝ) - couplingMatrix V N) *ᵥ x)
      = (maxCoupling V N - isoCoupling V N) * ∑ i, N i := by
    rw [hx, star_trivial, sub_mul, hiso, Finset.mul_sum, ← Finset.sum_sub_distrib]
    refine Finset.sum_congr rfl fun i _ => ?_
    change Real.sqrt (N i) * (Real.sqrt (N i) * _) = _
    linear_combination (maxCoupling V N - patchCoupling V N i) *
      Real.mul_self_sqrt (hN i).le
  have hle : isoCoupling V N ≤ maxCoupling V N := by
    have h0 := hB.dotProduct_mulVec_nonneg x
    rw [hq] at h0
    exact sub_nonneg.mp (nonneg_of_mul_nonneg_left h0 hS)
  refine ⟨hle, fun h => ?_, fun h => le_antisymm ?_ hle⟩
  · -- equality makes the trial vector an eigenvector
    have hk := (hB.dotProduct_mulVec_zero_iff x).mp (by rw [hq, h, sub_self, zero_mul])
    rw [hx] at hk
    have hc : ∀ i, maxCoupling V N - patchCoupling V N i = 0 := fun i =>
      (mul_eq_zero.mp (congrFun hk i)).resolve_left (Real.sqrt_pos.mpr (hN i)).ne'
    intro i k
    linarith [hc i, hc k]
  · refine maxCoupling_le hV hpos hN fun i => le_of_eq ?_
    apply mul_right_cancel₀ hS.ne'
    rw [hiso, Finset.mul_sum]
    exact Finset.sum_congr rfl fun k _ => by rw [h i k, mul_comm]

/-- Two patches of unit density with interpatch interaction `-1` and no intrapatch
interaction have equal patch couplings and isotropic average `-1`, but effective coupling
at least `1`. -/
theorem repulsive_counterexample :
    (∀ i, patchCoupling !![0, -1; -1, 0] (fun _ : Fin 2 => 1) i = -1) ∧
      isoCoupling !![0, -1; -1, 0] (fun _ : Fin 2 => 1) = -1 ∧
      1 ≤ maxCoupling !![0, -1; -1, 0] (fun _ : Fin 2 => 1) := by
  have hp : ∀ i, patchCoupling !![0, -1; -1, 0] (fun _ : Fin 2 => 1) i = -1 := by
    intro i
    fin_cases i <;> simp [patchCoupling, Fin.sum_univ_two]
  have hV : (!![0, -1; -1, 0] : Matrix (Fin 2) (Fin 2) ℝ).IsSymm := by
    refine Matrix.IsSymm.ext fun i j => ?_
    fin_cases i <;> fin_cases j <;> simp
  refine ⟨hp, by norm_num [isoCoupling, hp, Fin.sum_univ_two], ?_⟩
  -- the sign-changing gap (1, -1) solves the gap equation with eigenvalue 1
  refine (maxCoupling_isGreatest hV _).2
    ((mem_eigenvalueSet_iff_gap _ (fun _ => one_pos) 1).mpr ⟨![1, -1], fun h => ?_, ?_⟩)
  · simpa using congrFun h 0
  · intro i
    fin_cases i <;> simp [Fin.sum_univ_two]

end

end AnisotropicCoupling
```

```lean
#print axioms AnisotropicCoupling.isoCoupling_le_maxCoupling
#print axioms AnisotropicCoupling.repulsive_counterexample
```

```
'AnisotropicCoupling.isoCoupling_le_maxCoupling' depends on axioms: [propext, Classical.choice, Quot.sound]
'AnisotropicCoupling.repulsive_counterexample' depends on axioms: [propext, Classical.choice, Quot.sound]
```

## From the spectrum to the equality condition in Lean

`couplingMatrix_isHermitian` gives access to the spectral theorem. `couplingMatrix_mulVec` is the formula for $Av$, with $\sqrt{N_j}\sqrt{N_j}=N_j$ supplied by `Real.mul_self_sqrt`. `mem_eigenvalueSet_iff_gap` turns this into the equivalence with the gap equation: one direction divides an eigenvector by $\sqrt{N_j}$, the other multiplies a gap by it.

In `maxCoupling_isGreatest`, the eigenvalues are roots of the characteristic polynomial, so there are finitely many. By `eigenvalues_mem` there is at least one. A finite nonempty set of reals contains its supremum.

`posSemidef_sub` replaces the expansion in eigenvectors. If $\nu$ is an eigenvalue of $c-A$, then $c-\nu$ is an eigenvalue of $A$. When $c$ bounds all eigenvalues of $A$, this gives $c-\nu\le c$, hence $\nu\ge0$, and $c-A$ is positive semidefinite.

`maxCoupling_le` is the largest-gap estimate, for any common upper bound $c$ on the patch couplings. `Finite.exists_max` selects the patch, and the `calc` block follows the chain of inequalities above.

In the main theorem, `hx` computes $(\lambda_{\max}-A)x$ for the constant gap and `hq` evaluates the quadratic form. Positive semidefiniteness then yields `hle`, the inequality. For the forward half of the equivalence, `dotProduct_mulVec_zero_iff` says that a positive semidefinite form vanishes at $x$ only if the matrix annihilates $x$; cancelling $\sqrt{N_i}$ leaves $\lambda_{\max}=g_i$. For the reverse half, equal patch couplings are shown to equal $\lambda_{\rm iso}$ after multiplication by $\sum_iN_i$, and `maxCoupling_le` is applied with $c=\lambda_{\rm iso}$.

`repulsive_counterexample` computes the patch couplings and their average directly, then passes the gap `![1, -1]` through the gap-equation equivalence to place $1$ among the eigenvalues.
